# Nonzero polynomial solutions of Legendre's equation have c = l(l+1), and different degrees are orthogonal

Q: Suppose I expand an axially symmetric angular function in polynomials of $x=\cos\theta$ and get the $l=2$ amplitude by integrating against the $l=2$ polynomial. If different degrees overlapped, that number would be contaminated by the $l=0$ and $l=4$ parts. If the constant in Legendre's equation weren't fixed by the degree, the degree alone wouldn't tell me which angular momentum the amplitude belongs to. Does your formal statement rule out both?

A: Yes, for polynomial solutions. Write $LP=((1-x^2)P')'$. If $P\neq0$ is a real polynomial of degree $l$ with $LP+cP=0$, then $c=l(l+1)$. Two such polynomials of different degrees satisfy $\int_{-1}^{1}PQ\,dx=0$. The file also shows that a solution exists in every degree and is unique up to a factor.

```lean
import Mathlib

open Polynomial

namespace LegendreLadder

noncomputable section
```

Q: Where is the physics in $L$?

A: With $x=\cos\theta$, $L$ is the angular Laplacian acting on functions that don't depend on the azimuth, so the magnetic quantum number $m$ is zero. The constant $c$ is the eigenvalue of $\hat{\mathbf L}^2/\hbar^2$, and $dx$ over $[-1,1]$ is the polar measure $\sin\theta\,d\theta$. In Lean, `ℝ[X]` is the type of real polynomials and `derivative` is the algebraic derivative.

```lean
/-- The Legendre operator `P ↦ ((1 - x²) P')'` on real polynomials. -/
def legendreOp (P : ℝ[X]) : ℝ[X] := derivative ((1 - X ^ 2) * derivative P)
```

The equation itself is a predicate on a real number and a polynomial. `C c` is the constant polynomial $c$.

```lean
/-- The polynomial `P` solves Legendre's equation `((1 - x²) P')' + c P = 0`. -/
def IsLegendreMode (c : ℝ) (P : ℝ[X]) : Prop := legendreOp P + C c * P = 0
```

Q: You have assumed a polynomial. Nature gives me a differential equation.

A: That is the main restriction. The assumption stands for a wavefunction that is regular at both poles, $x=\pm1$. That regularity leads to polynomials is a separate argument, and the file assumes its outcome. It also leaves aside $m\neq0$ and completeness of the expansion. Within those limits, the result gives the eigenvalues $\hbar^2l(l+1)$ of $\hat{\mathbf L}^2$ for $m=0$ states of a particle in a central potential, and it keeps different $l$ components apart in a projection.

Q: And existence? A theorem about solutions is worth little if there are none.

A: They are built by a raising operator, $R_aP=(a+1)xP-(1-x^2)P'$, for real $a$.

```lean
/-- The raising operator `P ↦ (a + 1) x P - (1 - x²) P'`. -/
def raise (a : ℝ) (P : ℝ[X]) : ℝ[X] :=
  C (a + 1) * X * P - (1 - X ^ 2) * derivative P
```

Start from $1$ and apply $R_0,R_1,R_2,\dots$ in turn.

```lean
/-- The polynomials obtained from the constant `1` by raising step by step. -/
def ladder : ℕ → ℝ[X]
  | 0 => 1
  | l + 1 => raise l (ladder l)
```

The first three are $1$, $x$ and $3x^2-1$. They are not normalised: the value at $x=1$ is $l!$. Dividing by $l!$ gives the usual convention of value $1$ there, for instance $(3x^2-1)/2$.

Q: Then start with the constant. Why must it be $l(l+1)$?

A: Write $P=\sum_n p_nx^n$. The coefficient of $x^{n+1}$ in $(1-x^2)P'$ is $(n+2)p_{n+2}-n\,p_n$. Differentiating multiplies it by $n+1$, so
$$(LP)_n=(n+2)(n+1)p_{n+2}-n(n+1)p_n .$$
The Lean proof treats $n=0$ separately, because the $-x^2P'$ term contributes nothing there.

```lean
/-- The coefficient of `xⁿ` in `((1 - x²) P')'` is `(n + 2) (n + 1) pₙ₊₂ - n (n + 1) pₙ`, where `pₖ`
is the coefficient of `xᵏ` in `P`. -/
theorem coeff_legendreOp (P : ℝ[X]) (n : ℕ) :
    (legendreOp P).coeff n =
      ((n : ℝ) + 2) * (n + 1) * P.coeff (n + 2) - (n : ℝ) * (n + 1) * P.coeff n := by
  unfold legendreOp
  rw [coeff_derivative, sub_mul, one_mul, coeff_sub, coeff_derivative, coeff_X_pow_mul',
    show n + 1 + 1 = n + 2 from rfl]
  rcases n with _ | k
  · rw [if_neg (by omega)]
    push_cast
    ring
  · rw [if_pos (by omega), show k + 1 + 1 - 2 = k by omega, coeff_derivative]
    push_cast
    ring
```

Now take $n=l$, the degree. Since $p_{l+2}=0$, the equation reads $(c-l(l+1))\,p_l=0$, and $p_l\neq0$ because $P\neq0$. In the proof, `h1` is this comparison of top coefficients, `h2` says that $p_l\neq0$, and `mul_right_cancel₀` divides by it.

```lean
/-- A nonzero polynomial solution of Legendre's equation has `c = l (l + 1)`,
where `l` is its degree. -/
theorem eigenvalue_eq {c : ℝ} {P : ℝ[X]} (hP : P ≠ 0) (h : IsLegendreMode c P) :
    c = (P.natDegree : ℝ) * (P.natDegree + 1) := by
  unfold IsLegendreMode at h
  -- compare the coefficients of the highest power
  have h1 := congrArg (fun R : ℝ[X] => R.coeff P.natDegree) h
  simp only [coeff_add, coeff_C_mul, coeff_legendreOp, coeff_zero] at h1
  rw [coeff_eq_zero_of_natDegree_lt (show P.natDegree < P.natDegree + 2 by omega)] at h1
  have h2 : P.coeff P.natDegree ≠ 0 := by
    rw [coeff_natDegree]
    exact leadingCoeff_ne_zero.mpr hP
  apply mul_right_cancel₀ h2
  linear_combination h1
```

Q: So $c$ is an output and not an input.

A: Exactly: the hypothesis allows any real $c$. For $l=0$ the polynomial is a nonzero constant and $c=0$, as it should be.

Q: Could two degrees share a constant?

A: No. Let $n$ and $m$ be two degrees (here $m$ is not the magnetic quantum number). From $n(n+1)=m(m+1)$ we get $(n-m)(n+m+1)=0$, and the second factor is positive for natural numbers. The proof follows those two steps.

```lean
/-- Different natural numbers `l` give different values of `l (l + 1)`. -/
theorem eigenvalue_injective {n m : ℕ}
    (h : (n : ℝ) * (n + 1) = (m : ℝ) * (m + 1)) : n = m := by
  have h1 : ((n : ℝ) - m) * ((n : ℝ) + m + 1) = 0 := by linear_combination h
  have h2 : (n : ℝ) + m + 1 ≠ 0 := by positivity
  have h3 := (mul_eq_zero.mp h1).resolve_right h2
  exact_mod_cast sub_eq_zero.mp h3
```

Q: Orthogonality normally comes from a Hermitian operator. Have you assumed that?

A: It is derived. Put $W=(1-x^2)(P'Q-PQ')$. The product rule gives
$$W'=(LP)Q+(1-x^2)P'Q'-(1-x^2)P'Q'-P(LQ)=(LP)Q-P(LQ).$$
The factor $1-x^2$ makes $W(\pm1)=0$, so integrating gives $\int_{-1}^1(LP)Q\,dx=\int_{-1}^1P(LQ)\,dx$. No values of $P$ or $Q$ at the ends have to be prescribed. It is enough that $P$, $Q$ and their derivatives stay finite there, as they do for polynomials. With a function that has a logarithmic singularity at $x=\pm1$, a boundary term could remain.

In Lean, `hd` is the formula for $W'$, `h1` and `h2` are the endpoint values, and `h` is the fundamental theorem of calculus. The facts `i1` and `i2` allow the integral of the difference to be split.

```lean
/-- The Legendre operator is symmetric for the overlap integral on `[-1, 1]`. -/
theorem legendreOp_symmetric (P Q : ℝ[X]) :
    ∫ x in (-1 : ℝ)..1, (legendreOp P).eval x * Q.eval x =
      ∫ x in (-1 : ℝ)..1, P.eval x * (legendreOp Q).eval x := by
  -- the boundary term of the two integrations by parts
  obtain ⟨W, hW⟩ : ∃ W : ℝ[X], W = (1 - X ^ 2) * derivative P * Q
      - P * ((1 - X ^ 2) * derivative Q) := ⟨_, rfl⟩
  have hd : derivative W = legendreOp P * Q - P * legendreOp Q := by
    rw [hW]
    simp only [legendreOp, derivative_sub, derivative_mul]
    ring
  have h1 : W.eval 1 = 0 := by simp [hW]
  have h2 : W.eval (-1) = 0 := by simp [hW]
  have h : ∫ x in (-1 : ℝ)..1, (derivative W).eval x = W.eval 1 - W.eval (-1) :=
    intervalIntegral.integral_eq_sub_of_hasDerivAt (fun x _ => W.hasDerivAt x)
      ((derivative W).continuous.intervalIntegrable _ _)
  have i1 : IntervalIntegrable (fun x => (legendreOp P).eval x * Q.eval x)
      MeasureTheory.volume (-1) 1 :=
    ((legendreOp P).continuous.mul Q.continuous).intervalIntegrable _ _
  have i2 : IntervalIntegrable (fun x => P.eval x * (legendreOp Q).eval x)
      MeasureTheory.volume (-1) 1 :=
    (P.continuous.mul (legendreOp Q).continuous).intervalIntegrable _ _
  rw [hd, h1, h2] at h
  simp only [eval_sub, eval_mul] at h
  rw [intervalIntegral.integral_sub i1 i2] at h
  linarith
```

Q: And then the usual argument?

A: Yes. If $LP=-cP$ and $LQ=-dQ$, symmetry gives $-c\int PQ=-d\int PQ$, that is, $(c-d)\int PQ=0$. Different degrees force $c\neq d$ by the two previous results, so the integral vanishes.

The proof first disposes of $P=0$ and $Q=0$, where the integral is trivially zero. Then `hcd` establishes $c-d\neq0$, `ev` turns the equation into an eigenvalue relation at each point $x$, and `e1` and `e2` pull the constants out of the integrals.

```lean
/-- Polynomial solutions of Legendre's equation of different degrees are orthogonal
on `[-1, 1]`. -/
theorem legendre_orthogonal {c d : ℝ} {P Q : ℝ[X]} (hP : IsLegendreMode c P)
    (hQ : IsLegendreMode d Q) (hdeg : P.natDegree ≠ Q.natDegree) :
    ∫ x in (-1 : ℝ)..1, P.eval x * Q.eval x = 0 := by
  by_cases hP0 : P = 0
  · simp [hP0]
  by_cases hQ0 : Q = 0
  · simp [hQ0]
  have hcd : c - d ≠ 0 := by
    intro h
    apply hdeg
    apply eigenvalue_injective
    rw [← eigenvalue_eq hP0 hP, ← eigenvalue_eq hQ0 hQ]
    linarith
  have ev : ∀ (b : ℝ) (R : ℝ[X]), IsLegendreMode b R →
      ∀ x, (legendreOp R).eval x = -b * R.eval x := by
    intro b R hR x
    unfold IsLegendreMode at hR
    have h := congrArg (eval x) hR
    simp only [eval_add, eval_mul, eval_C, eval_zero] at h
    linarith
  -- let the operator act to the left and to the right
  have hs := legendreOp_symmetric P Q
  simp only [ev c P hP, ev d Q hQ] at hs
  have e1 : ∫ x in (-1 : ℝ)..1, -c * P.eval x * Q.eval x =
      -c * ∫ x in (-1 : ℝ)..1, P.eval x * Q.eval x := by
    rw [← intervalIntegral.integral_const_mul]
    congr 1
    funext x
    ring
  have e2 : ∫ x in (-1 : ℝ)..1, P.eval x * (-d * Q.eval x) =
      -d * ∫ x in (-1 : ℝ)..1, P.eval x * Q.eval x := by
    rw [← intervalIntegral.integral_const_mul]
    congr 1
    funext x
    ring
  rw [e1, e2] at hs
  apply (mul_eq_zero.mp _).resolve_left hcd
  linear_combination -hs
```

Q: The hypothesis there is about `natDegree`. What is that for the zero polynomial?

A: Lean sets it to $0$. This does no harm, since the orthogonality statement is true for the zero polynomial anyway, and the theorem about $c$ excludes it.

Q: Might there be two independent solutions of the same degree, so that $l$ fails to label the state?

A: Let $P$ and $Q$ be nonzero, both of degree $l$, with leading coefficients $p$ and $q$. Both have $c=l(l+1)$. The combination $S=qP-pQ$ solves the same linear equation, and its coefficient of $x^l$ is $qp-pq=0$. If $S$ were nonzero, its constant $l(l+1)$ would force its degree to be $l$, and its leading coefficient would then be zero, a contradiction. So $qP=pQ$.

The Lean statement is this last equation, which avoids division and also holds when $P$ or $Q$ is zero. In the proof, `hR` says that the difference is a solution, `hn` gives its degree, and the closing lines compute the cancelling coefficient.

```lean
/-- Two polynomial solutions of Legendre's equation of the same degree agree after
each is multiplied by the leading coefficient of the other. -/
theorem legendre_unique {c d : ℝ} {P Q : ℝ[X]} (hP : IsLegendreMode c P)
    (hQ : IsLegendreMode d Q) (hdeg : P.natDegree = Q.natDegree) :
    C Q.leadingCoeff * P = C P.leadingCoeff * Q := by
  by_cases hP0 : P = 0
  · simp [hP0]
  by_cases hQ0 : Q = 0
  · simp [hQ0]
  have hc := eigenvalue_eq hP0 hP
  have hdc : d = c := by rw [hc, eigenvalue_eq hQ0 hQ, hdeg]
  rw [hdc] at hQ
  by_contra hne
  have hR0 := sub_ne_zero.mpr hne
  -- the difference solves the same equation, so it has the same degree
  have hR : IsLegendreMode c (C Q.leadingCoeff * P - C P.leadingCoeff * Q) := by
    unfold IsLegendreMode at hP hQ ⊢
    have hl : legendreOp (C Q.leadingCoeff * P - C P.leadingCoeff * Q) =
        C Q.leadingCoeff * legendreOp P - C P.leadingCoeff * legendreOp Q := by
      simp only [legendreOp, derivative_sub, derivative_mul, derivative_C, zero_mul, zero_add]
      ring
    rw [hl]
    linear_combination C Q.leadingCoeff * hP - C P.leadingCoeff * hQ
  have hn := eigenvalue_injective ((eigenvalue_eq hR0 hR).symm.trans hc)
  -- but its coefficient in that degree cancels
  apply leadingCoeff_ne_zero.mpr hR0
  rw [← coeff_natDegree, hn, coeff_sub, coeff_C_mul, coeff_C_mul, coeff_natDegree, hdeg,
    coeff_natDegree]
  ring
```

Q: Now convince me that the raising operator raises.

A: Let $LP=-a(a+1)P$ and $R=(a+1)xP-(1-x^2)P'$. Differentiate once and use the equation for $P$:
$$R'=(a+1)P+(a+1)xP'+a(a+1)P=(a+1)^2P+(a+1)xP'.$$
Multiply by $1-x^2$ and differentiate again, using the equation once more:
$$\begin{aligned}
LR&=(a+1)^2\left[-2xP+(1-x^2)P'\right]+(a+1)(1-x^2)P'-a(a+1)^2xP\\
&=-(a+1)^2(a+2)\,xP+(a+1)(a+2)(1-x^2)P'\\
&=-(a+1)(a+2)R .
\end{aligned}$$
In the proof, `hA` is the equation for $P$ and `hD` is the formula for $R'$. The final `linear_combination` uses `hA` multiplied by $(a+1)x$, which is the second use of the equation above.

```lean
/-- Raising turns a solution with constant `a (a + 1)` into a solution with constant
`(a + 1) (a + 2)`. -/
theorem raise_mode {a : ℝ} {P : ℝ[X]} (h : IsLegendreMode (a * (a + 1)) P) :
    IsLegendreMode ((a + 1) * (a + 1 + 1)) (raise a P) := by
  have hx : derivative (X ^ 2 : ℝ[X]) = 2 * X := by
    rw [pow_two, derivative_mul, derivative_X]
    ring
  have hA : derivative ((1 - X ^ 2) * derivative P) = -(C a * (C a + 1) * P) := by
    unfold IsLegendreMode legendreOp at h
    simp only [C_mul, C_add, C_1] at h
    linear_combination h
  -- Legendre's equation removes the second derivative of `P`
  have hD : derivative (raise a P) =
      (C a + 1) * (C a + 1) * P + (C a + 1) * X * derivative P := by
    unfold raise
    rw [derivative_sub, hA]
    simp only [C_add, C_1, derivative_mul, derivative_add, derivative_C, derivative_one,
      derivative_X]
    ring
  unfold IsLegendreMode legendreOp
  rw [hD]
  simp only [raise, C_mul, C_add, C_1, derivative_mul, derivative_add, derivative_sub,
    derivative_C, derivative_one, derivative_X, hx] at hA ⊢
  linear_combination (C a + 1) * X * hA
```

Q: That would still be true if $R$ were zero.

A: It would, and it can happen: $a=-1$ with $P=1$ gives $R=0$. On the ladder, the value at $x=1$ prevents it. There the term with $1-x^2$ drops out, so $R(1)=(a+1)P(1)$. With $a=l$, each step multiplies the value by $l+1$, and starting from $1$ the $l$-th polynomial has value $l!$. The proof is an induction that carries the equation and this value together.

```lean
/-- The `l`-th ladder polynomial solves Legendre's equation with `c = l (l + 1)` and
takes the value `l!` at `x = 1`. -/
theorem ladder_mode (l : ℕ) :
    IsLegendreMode ((l : ℝ) * (l + 1)) (ladder l) ∧
      (ladder l).eval 1 = (Nat.factorial l : ℝ) := by
  induction l with
  | zero => simp [IsLegendreMode, legendreOp, ladder]
  | succ l ih =>
    constructor
    · simpa only [ladder, Nat.cast_add, Nat.cast_one] using raise_mode ih.1
    · simp [ladder, raise, ih.2, Nat.factorial_succ]
```

Q: And the degree? I see no count of leading terms.

A: None is needed. The $l$-th polynomial is nonzero, because $l!\neq0$, and it solves the equation with $c=l(l+1)$. If its degree is $k$, the theorem `eigenvalue_eq` gives $c=k(k+1)$, and `eigenvalue_injective` gives $k=l$.

```lean
/-- The `l`-th ladder polynomial has degree `l`. -/
theorem natDegree_ladder (l : ℕ) : (ladder l).natDegree = l := by
  have h0 : ladder l ≠ 0 := by
    intro h
    have h1 := (ladder_mode l).2
    rw [h, eval_zero] at h1
    exact Nat.factorial_ne_zero l (by exact_mod_cast h1.symm)
  exact eigenvalue_injective (eigenvalue_eq h0 (ladder_mode l).1).symm

end

end LegendreLadder
```

```lean
#print axioms LegendreLadder.legendre_orthogonal
#print axioms LegendreLadder.legendre_unique
#print axioms LegendreLadder.natDegree_ladder
```

```
'LegendreLadder.legendre_orthogonal' depends on axioms: [propext, Classical.choice, Quot.sound]
'LegendreLadder.legendre_unique' depends on axioms: [propext, Classical.choice, Quot.sound]
'LegendreLadder.natDegree_ladder' depends on axioms: [propext, Classical.choice, Quot.sound]
```

Q: So when I project onto $l=2$, what exactly may I rely on?

A: If your function is a finite sum of these polynomials, the integral against the $l=2$ one sees only the $l=2$ term. To get the coefficient of that polynomial in the sum, you divide by the integral of its square, which this file doesn't compute.
